# When opposite rotations of the two spin orbitals lower the energy of restricted H₂ in a two-orbital model

## Two orbitals and one angle

Let $g$ and $u$ be the real, orthonormal bonding and antibonding orbitals of H₂ in a minimal basis, even and odd under inversion. The restricted determinant puts both electrons in $g$. As the bond is stretched, a determinant with different orbitals for the two spins can fall below it. The question is when this happens, and by how much, if the two orbitals are rotated by opposite angles:

$$a = \cos\theta\, g + \sin\theta\, u, \qquad b = \cos\theta\, g - \sin\theta\, u,$$

with $a$ for the spin-up and $b$ for the spin-down electron. The restricted determinant is $\theta = 0$.

The core energies are $h_g$ and $h_u$. In the notation $(pq|rs)$, where $pq$ belongs to the first electron and $rs$ to the second, the repulsion integrals are $J_g = (gg|gg)$, $J_u = (uu|uu)$, $J = (gg|uu)$ and $K = (gu|gu)$. Two combinations decide everything:

$$T = h_u - h_g - J_g + J - 2K, \qquad B = J_g + J_u - 2J + 4K.$$

Here $T$ is not a kinetic energy, and $B$ is not the matrix of that name in response theory. Energies are electronic, without the nuclear repulsion.

## The energy as a quadratic in sin²θ

Write $c = \cos\theta$ and $s = \sin\theta$. Integrals of odd parity vanish, so the one-electron energy is $2(c^2h_g + s^2h_u)$. Electrons of opposite spin have no exchange term, and their repulsion is $(aa|bb)$, with

$$a^2 = c^2 g^2 + 2cs\,gu + s^2u^2, \qquad b^2 = c^2 g^2 - 2cs\,gu + s^2u^2.$$

Multiplying out and keeping the even terms gives

$$E(\theta) = 2(c^2h_g + s^2h_u) + c^4J_g + s^4J_u + c^2s^2(2J - 4K).$$

Now put $x = s^2$ and $c^2 = 1 - x$. The constant term is $2h_g + J_g = E(0)$. The coefficient of $x$ is $2(h_u - h_g) - 2J_g + 2J - 4K = 2T$, and that of $x^2$ is $J_g + J_u - 2J + 4K = B$. Hence

$$E(\theta) = E(0) + 2Tx + Bx^2, \qquad 0 \le x \le 1.$$

Since $dx/d\theta = 2sc$, the gradient is $E'(\theta) = 4sc\,(T + Bs^2)$, and $E''(0) = 4T$.

**Restricted minimum.** The difference $E(\theta) - E(0) = x(2T + Bx)$ is never negative exactly when $2T + Bx \ge 0$ for all $0 < x \le 1$. This expression is linear in $x$, so the condition is $T \ge 0$ and $2T + B \ge 0$. If $B > 0$, the second inequality follows from the first, and $T \ge 0$ alone decides.

**Broken-symmetry minimum.** If $-B \le T < 0$, then $B > 0$, and completing the square gives

$$E(\theta) = E(0) - \frac{T^2}{B} + B\left(x + \frac{T}{B}\right)^2.$$

The value $x = -T/B$ lies in $(0, 1]$, so the minimum is $E(0) - T^2/B$, reached exactly when $\sin^2\theta = -T/B$.

**Inverted occupation.** If $B \ge 0$ and $T \le -B$, then

$$E(\theta) - E(\pi/2) = 2(1-x)(-T-B) + B(1-x)^2 \ge 0,$$

and double occupation of $u$ is lowest.

In the coupled-perturbed Hartree–Fock equations, the response to a perturbation that drives this one rotation is inversely proportional to the curvature $4T$. Within the two-orbital, one-angle model, it therefore diverges at the point where, for $B > 0$, the restricted determinant stops being the minimum.

## A stretched bond in numbers

Take the illustrative values $h_g = -1$, $h_u = -0.8$, $J_g = J_u = 0.6$, $J = 0.5$ and $K = 0.2$, in hartree. Then $T = 0.2 - 0.6 + 0.5 - 0.4 = -0.3$ and $B = 1.2 - 1.0 + 0.8 = 1$. The restricted energy is $E(0) = -2 + 0.6 = -1.4$. The minimum is $-1.4 - 0.09 = -1.49$, at $\sin^2\theta = 0.3$, or $\theta \approx \pm 33.2^\circ$. The trigonometric formula gives the same value: $-1.88 + 0.294 + 0.054 + 0.042 = -1.49$.

## What a negative B does to the criterion

Let $J_u = -1$ and let the other five integrals be zero. Then $T = 0$ and $B = -1$, yet $E(\pi/2) = -1$ lies below $E(0) = 0$. In general, $T = 0$ gives $E(\pi/2) = E(0) + B$, so the criterion "$T \ge 0$" fails for every negative $B$. It still holds at $B = 0$.

An attractive self-repulsion is unphysical. For actual orbitals, $B = (gg-uu|gg-uu) + 4(gu|gu)$, which is positive because the Coulomb energy of a nonzero real charge distribution is positive. The Lean theorems that need the sign of $B$ take it as a hypothesis, or obtain it from the range of $T$.

## Integrals and determinant energy in Lean

```lean
import Mathlib

open Real

namespace HydrogenUHF

noncomputable section
```

The six integrals are arbitrary real numbers, with no positivity built in.

```lean
/-- The integrals of H2 over two real orbitals g and u of opposite parity: core energies
`hg`, `hu`, self-repulsions `Jg`, `Ju`, Coulomb integral `J` and exchange integral `K`. -/
structure Integrals where
  (hg hu Jg Ju J K : ℝ)
```

The indices 0 and 1 of `Fin 2` stand for $g$ and $u$. The core matrix is diagonal by parity, and the absence of an overlap matrix reflects the orthonormal basis.

```lean
namespace Integrals

/-- The one-electron Hamiltonian in the basis (g, u). -/
def core (m : Integrals) : Matrix (Fin 2) (Fin 2) ℝ := !![m.hg, 0; 0, m.hu]
```

In `eri`, two equal pairs select a Coulomb integral, two unequal pairs give $K$, and the mixed cases vanish by parity. A single $K$ suffices because the orbitals are real.

```lean
/-- The two-electron integrals (pq|rs) in the basis (g, u); those of odd parity vanish. -/
def eri (m : Integrals) (p q r s : Fin 2) : ℝ :=
  if p = q ∧ r = s then !![m.Jg, m.J; m.J, m.Ju] p r
  else if p ≠ q ∧ r ≠ s then m.K else 0
```

The determinant energy is the full contraction of these tables with the coefficient vectors `a` and `b`. The trigonometric formula is thus a theorem about the contraction and not a definition.

```lean
/-- The electronic energy of a determinant with one spin-up electron in orbital `a` and one
spin-down electron in orbital `b`, for normalised `a` and `b`. -/
def detEnergy (m : Integrals) (a b : Fin 2 → ℝ) : ℝ :=
  (∑ p, ∑ q, (a p * a q + b p * b q) * m.core p q) +
    (∑ p, ∑ q, ∑ r, ∑ s, a p * a q * b r * b s * m.eri p q r s)
```

The vectors inserted here are normalised for every angle.

```lean
/-- The unrestricted energy when the spin-up and spin-down orbitals are rotated out of g by
the opposite angles `θ` and `-θ`. -/
def energy (m : Integrals) (θ : ℝ) : ℝ :=
  m.detEnergy ![cos θ, sin θ] ![cos θ, -sin θ]
```

This choice fixes the scope of all the minima below: they are minima over opposite rotations. Whether the lowest unrestricted determinant in the basis belongs to this family, when the two angles may vary independently, depends on the integrals and is not treated by the theorems.

```lean
/-- The combination T = hu - hg - Jg + J - 2K. -/
def T (m : Integrals) : ℝ := m.hu - m.hg - m.Jg + m.J - 2 * m.K

/-- The combination B = Jg + Ju - 2J + 4K. -/
def B (m : Integrals) : ℝ := m.Jg + m.Ju - 2 * m.J + 4 * m.K
```

## From the contraction to the quadratic

The `simp` call expands the sums over the two orbitals and evaluates the tables; `ring` collects the terms, as in the product $a^2b^2$ above.

```lean
/-- The determinant energy written out in the six integrals and the rotation angle. -/
theorem energy_eq (m : Integrals) (θ : ℝ) :
    m.energy θ = 2 * (cos θ ^ 2 * m.hg + sin θ ^ 2 * m.hu) + cos θ ^ 4 * m.Jg
      + sin θ ^ 4 * m.Ju + cos θ ^ 2 * sin θ ^ 2 * (2 * m.J - 4 * m.K) := by
  simp [energy, detEnergy, core, eri, Fin.sum_univ_two]
  ring
```

Next, `hc` and `hc4` replace $\cos^2\theta$ and $\cos^4\theta$ by polynomials in $\sin^2\theta$. After `T` and `B` are unfolded, `ring` compares coefficients.

```lean
/-- The unrestricted energy is a quadratic polynomial in sin²θ with coefficients 2T and B. -/
theorem energy_quadratic (m : Integrals) (θ : ℝ) :
    m.energy θ = m.energy 0 + 2 * m.T * sin θ ^ 2 + m.B * sin θ ^ 4 := by
  have hc : cos θ ^ 2 = 1 - sin θ ^ 2 := by linarith [sin_sq_add_cos_sq θ]
  have hc4 : cos θ ^ 4 = (1 - sin θ ^ 2) ^ 2 := by rw [← hc]; ring
  rw [energy_eq m θ, energy_eq m 0, hc4, hc, sin_zero, cos_zero]
  unfold T B
  ring
```

## Gradient and curvature

`HasDerivAt` states both that the derivative exists and what it is. The proof differentiates the quadratic form by the power rule, and `ring` factors the result.

```lean
/-- The orbital gradient of the unrestricted energy at any rotation angle. -/
theorem hasDerivAt_energy (m : Integrals) (θ : ℝ) :
    HasDerivAt m.energy (4 * sin θ * cos θ * (m.T + m.B * sin θ ^ 2)) θ := by
  have h : m.energy = fun x =>
      m.energy 0 + (2 * m.T * sin x ^ 2 + m.B * sin x ^ 4) := by
    funext x
    rw [energy_quadratic m x]
    ring
  have hs := Real.hasDerivAt_sin θ
  have h1 := (((hs.fun_pow 2).const_mul (2 * m.T)).fun_add
    ((hs.fun_pow 4).const_mul m.B)).const_add (m.energy 0)
  rw [h]
  exact h1.congr_deriv (by simp only [Nat.cast_ofNat, Nat.reduceSub]; ring)
```

The curvature is the derivative of `deriv m.energy` at zero. The product rule gives it, and at $\theta = 0$ only $4T$ survives.

```lean
/-- The second derivative of the unrestricted energy at the restricted solution θ = 0
is 4T. -/
theorem curvature_at_zero (m : Integrals) : HasDerivAt (deriv m.energy) (4 * m.T) 0 := by
  have h : deriv m.energy = fun θ => 4 * sin θ * cos θ * (m.T + m.B * sin θ ^ 2) :=
    funext fun θ => (m.hasDerivAt_energy θ).deriv
  have hs := Real.hasDerivAt_sin 0
  have h1 := ((hs.const_mul 4).fun_mul (Real.hasDerivAt_cos 0)).fun_mul
    (((hs.fun_pow 2).const_mul m.B).const_add m.T)
  rw [h]
  exact h1.congr_deriv (by simp)
```

## The restricted determinant as global minimum

To pass from a value of $x$ back to an angle, the next lemma takes $\theta = \arcsin\sqrt{x}$.

```lean
/-- Every value between 0 and 1 is the weight sin²θ of the orbital u for some angle. -/
theorem exists_angle {x : ℝ} (h0 : 0 ≤ x) (h1 : x ≤ 1) : ∃ θ : ℝ, sin θ ^ 2 = x := by
  refine ⟨arcsin (Real.sqrt x), ?_⟩
  rw [Real.sin_arcsin (by linarith [Real.sqrt_nonneg x])
    (Real.sqrt_le_iff.mpr ⟨by norm_num, by linarith⟩), Real.sq_sqrt h0]
```

The criterion for either sign of $B$ compares $E(0)$ with the energy at every angle. In the forward direction, suppose $T < 0$. The proof picks $x = -T/(|B| - T)$, which lies in $(0,1]$. Then $|B|x = -T + Tx$, so $2T + Bx \le T(1 + x) < 0$, and the corresponding angle has an energy below $E(0)$. The second inequality comes from $\theta = \pi/2$. Conversely, the proof writes

$$2T + Bx = 2T(1-x) + (2T+B)x,$$

in effect, and both terms are nonnegative.

```lean
/-- For any sign of B, the restricted solution θ = 0 is a global minimum exactly when
T ≥ 0 and 2T + B ≥ 0. -/
theorem restricted_min_iff_general (m : Integrals) :
    (∀ θ, m.energy 0 ≤ m.energy θ) ↔ 0 ≤ m.T ∧ 0 ≤ 2 * m.T + m.B := by
  constructor
  · intro h
    constructor
    · by_contra hn
      have hT : m.T < 0 := not_le.mp hn
      -- for T < 0 some admixture x of u makes 2T + Bx negative
      obtain ⟨x, hx0, hx1, hxB⟩ : ∃ x : ℝ, 0 < x ∧ x ≤ 1 ∧ 2 * m.T + m.B * x < 0 := by
        have hd : 0 < |m.B| - m.T := by linarith [abs_nonneg m.B]
        have hx0 : 0 < -m.T / (|m.B| - m.T) := div_pos (by linarith) hd
        have hx : -m.T / (|m.B| - m.T) * (|m.B| - m.T) = -m.T :=
          div_mul_cancel₀ _ hd.ne'
        refine ⟨_, hx0, (div_le_one hd).mpr (by linarith [abs_nonneg m.B]), ?_⟩
        nlinarith [mul_le_mul_of_nonneg_right (le_abs_self m.B) hx0.le,
          mul_pos hx0 (neg_pos.mpr hT)]
      obtain ⟨θ, hθ⟩ := exists_angle hx0.le hx1
      have e : m.energy θ = m.energy 0 + x * (2 * m.T + m.B * x) := by
        rw [energy_quadratic m θ, ← hθ]
        ring
      linarith [h θ, mul_neg_of_pos_of_neg hx0 hxB]
    · -- the second condition compares with the doubly occupied u orbital
      have e := m.energy_quadratic (π / 2)
      rw [sin_pi_div_two] at e
      linarith [h (π / 2)]
  · rintro ⟨hT, hB⟩ θ
    have h0 := sq_nonneg (sin θ)
    have h1 : 0 ≤ 1 - sin θ ^ 2 := by linarith [sin_sq_add_cos_sq θ, sq_nonneg (cos θ)]
    have h2 : 0 ≤ 2 * m.T + m.B * sin θ ^ 2 := by
      linarith [mul_nonneg h1 hT, mul_nonneg h0 hB]
    rw [energy_quadratic m θ]
    linarith [mul_nonneg h0 h2]
```

With $B > 0$ the second condition is redundant.

```lean
/-- For B > 0, the restricted solution θ = 0 is a global minimum of the unrestricted energy
exactly when T ≥ 0. -/
theorem restricted_min_iff (m : Integrals) (hB : 0 < m.B) :
    (∀ θ, m.energy 0 ≤ m.energy θ) ↔ 0 ≤ m.T := by
  rw [restricted_min_iff_general]
  exact ⟨fun h => h.1, fun h => ⟨h, by linarith⟩⟩
```

## The minimum for negative T

`IsLeast (Set.range m.energy) v` says that `v` is the energy at some angle and that no angle gives less. The second half of the theorem identifies all minimising angles.

The statement `key` is the completed square. From it, `hiff` shows that the energy equals $E(0) - T^2/B$ exactly when the square vanishes. The lemma `exists_angle` supplies such an angle, and the nonnegative square gives the lower bound.

Despite the name `broken_symmetry_min`, the endpoint $T = -B$ is included. There $\sin^2\theta = 1$, and both electrons occupy $u$, so the determinant is again a restricted one.

```lean
/-- For -B ≤ T < 0 the minimum of the unrestricted energy is E(0) - T²/B, and it is attained
exactly at the angles with sin²θ = -T/B. -/
theorem broken_symmetry_min (m : Integrals) (h1 : -m.B ≤ m.T) (h2 : m.T < 0) :
    IsLeast (Set.range m.energy) (m.energy 0 - m.T ^ 2 / m.B) ∧
      ∀ θ, m.energy θ = m.energy 0 - m.T ^ 2 / m.B ↔ sin θ ^ 2 = -m.T / m.B := by
  have hB : 0 < m.B := by linarith
  -- complete the square in sin²θ
  have key : ∀ θ, m.energy θ =
      m.energy 0 - m.T ^ 2 / m.B + m.B * (sin θ ^ 2 + m.T / m.B) ^ 2 := by
    intro θ
    have hc : m.B * (m.T / m.B) = m.T := mul_div_cancel₀ m.T hB.ne'
    have hq : m.T ^ 2 / m.B = m.T * (m.T / m.B) := by ring
    rw [energy_quadratic m θ, hq]
    linear_combination (-2 * sin θ ^ 2 - m.T / m.B) * hc
  have hiff : ∀ θ, m.energy θ = m.energy 0 - m.T ^ 2 / m.B ↔
      sin θ ^ 2 = -m.T / m.B := by
    intro θ
    have k := key θ
    rw [neg_div]
    constructor
    · intro h
      have hz : m.B * (sin θ ^ 2 + m.T / m.B) ^ 2 = 0 := by linarith
      have hs := pow_eq_zero_iff two_ne_zero |>.mp
        ((mul_eq_zero.mp hz).resolve_left hB.ne')
      linarith
    · intro h
      rw [k, h]
      ring
  refine ⟨⟨?_, ?_⟩, hiff⟩
  · obtain ⟨θ, hθ⟩ := exists_angle (x := -m.T / m.B)
      (div_nonneg (by linarith) hB.le) ((div_le_one hB).mpr (by linarith))
    exact ⟨θ, (hiff θ).mpr hθ⟩
  · rintro _ ⟨θ, rfl⟩
    linarith [key θ, mul_nonneg hB.le (sq_nonneg (sin θ ^ 2 + m.T / m.B))]
```

The last theorem treats $T \le -B$ with $B \ge 0$. Its final `linarith` combines the two nonnegative terms of the difference $E(\theta) - E(\pi/2)$ found above. At $\theta = \pi/2$ the spin-down orbital is $-u$, whose sign has no effect on the energy. If $T = B = 0$, the energy is constant and every angle is a minimum.

```lean
/-- For B ≥ 0 and T ≤ -B the unrestricted energy is lowest at θ = π/2, where both electrons
occupy the orbital u. -/
theorem inverted_min (m : Integrals) (hB : 0 ≤ m.B) (hT : m.T ≤ -m.B) :
    IsLeast (Set.range m.energy) (m.energy (π / 2)) := by
  refine ⟨⟨π / 2, rfl⟩, ?_⟩
  rintro _ ⟨θ, rfl⟩
  have h1 : 0 ≤ 1 - sin θ ^ 2 := by linarith [sin_sq_add_cos_sq θ, sq_nonneg (cos θ)]
  have h2 : 0 ≤ -m.T - m.B := by linarith
  have e := m.energy_quadratic (π / 2)
  rw [sin_pi_div_two] at e
  linarith [m.energy_quadratic θ, mul_nonneg h1 h2,
    mul_nonneg hB (sq_nonneg (1 - sin θ ^ 2))]

end Integrals

end

end HydrogenUHF
```

```lean
#print axioms HydrogenUHF.Integrals.curvature_at_zero
#print axioms HydrogenUHF.Integrals.restricted_min_iff
#print axioms HydrogenUHF.Integrals.broken_symmetry_min
#print axioms HydrogenUHF.Integrals.inverted_min
```

```
'HydrogenUHF.Integrals.curvature_at_zero' depends on axioms: [propext, Classical.choice, Quot.sound]
'HydrogenUHF.Integrals.restricted_min_iff' depends on axioms: [propext, Classical.choice, Quot.sound]
'HydrogenUHF.Integrals.broken_symmetry_min' depends on axioms: [propext, Classical.choice, Quot.sound]
'HydrogenUHF.Integrals.inverted_min' depends on axioms: [propext, Classical.choice, Quot.sound]
```
